# An open SSH chain with intracell hoppings of modulus at least \(a\) and intercell hoppings of modulus at most \(b\) has no level with \(|E|<a-b\)

## Solving a driven chain inside the gap

To find the response of a finite chain to a source \(f\) at energy \(E\), one solves the linear system \((H-E)\psi=f\). If \(E\) is an eigenvalue, the system is singular: for some sources it has no solution, and for the others it has more than one. For a finite, non-interacting SSH chain whose intracell hoppings have modulus at least \(a\) and whose intercell hoppings have modulus at most \(b\), with \(a>b\), the bound below guarantees a unique solution for every source at every energy with \(|E|<a-b\).

The same bound excludes end states near zero energy. An open SSH chain with the opposite bond pattern, weak inside the cells and strong between them, can have levels close to \(E=0\) whose amplitude sits at the ends. With strong intracell bonds there is no level of any kind in the window, even when the hoppings vary from bond to bond.

## The chain and its bounds

The chain has \(N\) cells, numbered \(j=0,\dots,N-1\), each with a site \(A_j\) and a site \(B_j\). A state \(\psi\) assigns a complex amplitude to every site. The real hopping \(v_j\) joins \(A_j\) to \(B_j\), and the real hopping \(w_j\) joins \(B_j\) to \(A_{j+1}\):

\[
(H\psi)_{A_j}=v_j\psi_{B_j}+w_{j-1}\psi_{B_{j-1}},\qquad
(H\psi)_{B_j}=v_j\psi_{A_j}+w_j\psi_{A_{j+1}} .
\]

At the two ends, the term that refers to a missing cell is absent. The disorder is limited by

\[
|v_j|\ge a,\qquad |w_j|\le b,\qquad b\ge 0 .
\]

When \(a>b\), even the weakest intracell bond exceeds the strongest intercell bond, so the dimer pattern survives everywhere. The signs of the hoppings are free.

## What the theorems say

In Lean, a state is a function `Fin N ⊕ Fin N → ℂ`, with `inl j` for \(A_j\) and `inr j` for \(B_j\). The Hamiltonian `sshHamiltonian N v w` is a linear map on these functions. The hoppings are functions on all natural numbers, but the hypotheses constrain only the bonds that exist: `j < N` for \(v_j\) and `j + 1 < N` for \(w_j\).

The main theorem, `no_midgap_eigenvalue`, states that no complex \(E\) with \(|E|<a-b\) satisfies `HasEigenvalue`, that is, has a nonzero \(\psi\) with \(H\psi=E\psi\). The condition \(a>b\) is not listed separately, because \(|E|<a-b\) already implies it.

Three further theorems accompany it:

- `driven_response` gives exactly one solution of \(H\psi-E\psi=f\) for \(|E|<a-b\), and bounds its size.
- `onsite_disorder_bound` adds a real on-site energy \(u_x\) to every site \(x\), and places each eigenvalue at distance at least \(a-b\) from some \(u_x\).
- `gap_norm_bound_sharp` gives an explicit nonzero state of a uniform chain for which \(H\) multiplies the largest amplitude by at most \(a-b+b/N\). Hence no constant larger than \(a-b\) holds in the underlying norm bound at \(E=0\) for chains of every length.

The model is a finite one-particle chain with nearest-neighbour hopping. No topological invariant is computed, and states localised by disorder at energies with \(|E|\ge a-b\) are not excluded.

## The largest amplitude and its partner site

Let \(\|\psi\|=\max_x|\psi_x|\), let \(s\) be a site where this maximum is attained, and let \(s'\) be the other site of the same cell. At \(s'\), the Hamiltonian collects \(v\psi_s\) through the strong bond and at most one term \(w\psi_y\) through a weak bond. Since \(|\psi_y|\le|\psi_s|\),

\[
|(H\psi)_{s'}|\ge |v||\psi_s|-|w||\psi_y|\ge (a-b)\|\psi\| .
\]

If \(s'\) is an end site, the weak term is missing and the bound still holds because \(b\ge0\). Subtracting \(E\psi\) costs at most \(|E||\psi_{s'}|\le|E|\|\psi\|\), so

\[
\|H\psi-E\psi\|\ge|(H\psi-E\psi)_{s'}|\ge(a-b-|E|)\|\psi\| .
\]

For an eigenvector the left side is zero while \(\|\psi\|>0\). Hence \(a-b-|E|\le0\), which is the main theorem.

## Sources and on-site energies

For \(|E|<a-b\), the bound shows that \((H-E)\psi=0\) only for \(\psi=0\). In finite dimension an injective linear map from a space to itself is also surjective, so each source \(f\) has exactly one response, with

\[
\|\psi\|\le\frac{\|f\|}{a-b-|E|} .
\]

With on-site energies, the eigenvalue equation at \(s'\) reads \((H\psi)_{s'}=(E-u_{s'})\psi_{s'}\), where \(H\) still contains only the hoppings. Therefore

\[
(a-b)\|\psi\|\le|E-u_{s'}||\psi_{s'}|\le|E-u_{s'}|\|\psi\| ,
\]

and division by \(\|\psi\|>0\) gives \(|E-u_{s'}|\ge a-b\).

## A ramp that nearly attains the bound

Take \(N\ge1\) and uniform hoppings \(v_j=a\), \(w_j=b\) with \(a\ge b\ge0\). Put \(\psi_{B_n}=(-1)^n(n+1)\) and \(\psi_{A_n}=0\). Then \(H\psi\) vanishes on the B sites, and on the A sites

\[
(H\psi)_{A_n}=(-1)^n\bigl[a(n+1)-bn\bigr]=(-1)^n\bigl[(a-b)(n+1)+b\bigr].
\]

The largest modulus occurs at \(n=N-1\) and equals \((a-b)N+b\), while \(\|\psi\|=N\). Scaled to largest amplitude one, the ramp is \((-1)^n(n+1)/N\), and its image has largest amplitude \(a-b+b/N\). As \(N\) grows this tends to \(a-b\), so at \(E=0\) no larger constant serves chains of every length.

## The Lean file

```lean
import Mathlib

namespace DisorderedSSHGap

noncomputable section

/-- The open SSH chain of `N` cells with hopping `v j` inside cell `j` and hopping `w j` between
`B_j` and `A_(j+1)`. The amplitudes on the A sites are `ψ (inl j)`, those on the B sites
`ψ (inr j)`. -/
def sshHamiltonian (N : ℕ) (v w : ℕ → ℝ) : Module.End ℂ (Fin N ⊕ Fin N → ℂ) where
  toFun ψ := Sum.elim
    (fun j => (v j.val : ℂ) * ψ (Sum.inr j) +
      if _h : 0 < j.val then
        (w (j.val - 1) : ℂ) * ψ (Sum.inr ⟨j.val - 1, (Nat.sub_le _ _).trans_lt j.isLt⟩)
      else 0)
    (fun j => (v j.val : ℂ) * ψ (Sum.inl j) +
      if h : j.val + 1 < N then (w j.val : ℂ) * ψ (Sum.inl ⟨j.val + 1, h⟩) else 0)
  map_add' ψ φ := by
    funext s
    rcases s with j | j <;> simp only [Sum.elim_inl, Sum.elim_inr, Pi.add_apply] <;>
      split_ifs <;> ring
  map_smul' c ψ := by
    funext s
    rcases s with j | j <;>
      simp only [Sum.elim_inl, Sum.elim_inr, Pi.smul_apply, smul_eq_mul, RingHom.id_apply] <;>
      split_ifs <;> ring

/-- An A site receives amplitude from the B site of its own cell and from the B site of the
preceding cell, if there is one. -/
theorem hamiltonian_on_A {N : ℕ} (v w : ℕ → ℝ) (ψ : Fin N ⊕ Fin N → ℂ) (j : Fin N) :
    sshHamiltonian N v w ψ (Sum.inl j) = (v j.val : ℂ) * ψ (Sum.inr j) +
      if _h : 0 < j.val then
        (w (j.val - 1) : ℂ) * ψ (Sum.inr ⟨j.val - 1, (Nat.sub_le _ _).trans_lt j.isLt⟩)
      else 0 := rfl

/-- A B site receives amplitude from the A site of its own cell and from the A site of the
following cell, if there is one. -/
theorem hamiltonian_on_B {N : ℕ} (v w : ℕ → ℝ) (ψ : Fin N ⊕ Fin N → ℂ) (j : Fin N) :
    sshHamiltonian N v w ψ (Sum.inr j) = (v j.val : ℂ) * ψ (Sum.inl j) +
      if h : j.val + 1 < N then (w j.val : ℂ) * ψ (Sum.inl ⟨j.val + 1, h⟩) else 0 := rfl

variable {N : ℕ} {v w : ℕ → ℝ} {a b : ℝ}

/-- If the amplitude of `ψ` is largest on site `s`, then on the other site of the same cell `H ψ`
has modulus at least `a - b` times this largest amplitude. -/
theorem partner_site_bound (hb : 0 ≤ b) (hv : ∀ j, j < N → a ≤ |v j|)
    (hw : ∀ j, j + 1 < N → |w j| ≤ b) (ψ : Fin N ⊕ Fin N → ℂ) (s : Fin N ⊕ Fin N)
    (hs : ∀ x, ‖ψ x‖ ≤ ‖ψ s‖) :
    (a - b) * ‖ψ s‖ ≤ ‖sshHamiltonian N v w ψ s.swap‖ := by
  -- the strong bond contributes at least `a`, the rest removes at most `b`
  have key : ∀ (t : ℝ) (x r : ℂ), a ≤ |t| → ‖r‖ ≤ b * ‖x‖ →
      (a - b) * ‖x‖ ≤ ‖(t : ℂ) * x + r‖ := by
    intro t x r ht hr
    have h1 : ‖(t : ℂ) * x‖ = |t| * ‖x‖ := by
      rw [norm_mul, Complex.norm_real, Real.norm_eq_abs]
    have h2 := norm_sub_le ((t : ℂ) * x + r) r
    rw [add_sub_cancel_right, h1] at h2
    have h3 := mul_le_mul_of_nonneg_right ht (norm_nonneg x)
    linarith [sub_mul a b ‖x‖]
  rcases s with j | j
  · rw [Sum.swap_inl, hamiltonian_on_B]
    apply key _ _ _ (hv j.val j.isLt)
    split_ifs with h
    · rw [norm_mul, Complex.norm_real, Real.norm_eq_abs]
      exact mul_le_mul (hw _ h) (hs _) (norm_nonneg _) hb
    · rw [norm_zero]
      exact mul_nonneg hb (norm_nonneg _)
  · rw [Sum.swap_inr, hamiltonian_on_A]
    apply key _ _ _ (hv j.val j.isLt)
    split_ifs with h
    · rw [norm_mul, Complex.norm_real, Real.norm_eq_abs]
      have hj := j.isLt
      exact mul_le_mul (hw _ (by omega)) (hs _) (norm_nonneg _) hb
    · rw [norm_zero]
      exact mul_nonneg hb (norm_nonneg _)

/-- For every state and every complex energy `E`, the largest amplitude of `H ψ - E ψ` is at least
`a - b - |E|` times the largest amplitude of `ψ`. -/
theorem gap_norm_bound (hb : 0 ≤ b) (hv : ∀ j, j < N → a ≤ |v j|)
    (hw : ∀ j, j + 1 < N → |w j| ≤ b) (E : ℂ) (ψ : Fin N ⊕ Fin N → ℂ) :
    (a - b - ‖E‖) * ‖ψ‖ ≤ ‖sshHamiltonian N v w ψ - E • ψ‖ := by
  rcases isEmpty_or_nonempty (Fin N ⊕ Fin N) with he | hne
  · have h0 : ψ = 0 := Subsingleton.elim _ _
    rw [h0, norm_zero, mul_zero]
    exact norm_nonneg _
  · obtain ⟨s, hs⟩ := Finite.exists_max (fun x => ‖ψ x‖)
    have hmax : ‖ψ‖ = ‖ψ s‖ :=
      le_antisymm ((pi_norm_le_iff_of_nonneg (norm_nonneg _)).2 hs) (norm_le_pi_norm ψ s)
    have h1 := partner_site_bound hb hv hw ψ s hs
    have h2 := norm_le_pi_norm (sshHamiltonian N v w ψ - E • ψ) s.swap
    rw [Pi.sub_apply, Pi.smul_apply, smul_eq_mul] at h2
    have h3 := norm_sub_norm_le (sshHamiltonian N v w ψ s.swap) (E * ψ s.swap)
    rw [norm_mul] at h3
    have h4 := mul_le_mul_of_nonneg_left (hs s.swap) (norm_nonneg E)
    rw [hmax, sub_mul]
    linarith

/-- An open SSH chain with intracell hoppings of modulus at least `a` and intercell hoppings of
modulus at most `b` has no eigenvalue `E` with `|E| < a - b`. -/
theorem no_midgap_eigenvalue (hb : 0 ≤ b) (hv : ∀ j, j < N → a ≤ |v j|)
    (hw : ∀ j, j + 1 < N → |w j| ≤ b) (E : ℂ) (hE : ‖E‖ < a - b) :
    ¬ (sshHamiltonian N v w).HasEigenvalue E := by
  intro h
  obtain ⟨ψ, hψ⟩ := h.exists_hasEigenvector
  have h1 := gap_norm_bound hb hv hw E ψ
  rw [hψ.apply_eq_smul, sub_self, norm_zero] at h1
  have h2 : 0 < ‖ψ‖ := norm_pos_iff.2 hψ.2
  exact absurd h1 (not_le_of_gt (mul_pos (sub_pos.2 hE) h2))

/-- At an energy with `|E| < a - b` the chain driven by a source `f` has exactly one response `ψ`,
and its largest amplitude is at most that of `f` divided by `a - b - |E|`. -/
theorem driven_response (hb : 0 ≤ b) (hv : ∀ j, j < N → a ≤ |v j|)
    (hw : ∀ j, j + 1 < N → |w j| ≤ b) (E : ℂ) (hE : ‖E‖ < a - b) (f : Fin N ⊕ Fin N → ℂ) :
    ∃ ψ, sshHamiltonian N v w ψ - E • ψ = f ∧ ‖ψ‖ ≤ ‖f‖ / (a - b - ‖E‖) ∧
      ∀ φ, sshHamiltonian N v w φ - E • φ = f → φ = ψ := by
  let T : Module.End ℂ (Fin N ⊕ Fin N → ℂ) := sshHamiltonian N v w - E • LinearMap.id
  have hT : ∀ ψ, T ψ = sshHamiltonian N v w ψ - E • ψ := fun _ => rfl
  have hpos : 0 < a - b - ‖E‖ := sub_pos.2 hE
  -- the norm bound excludes a kernel; in finite dimension this gives a solution for each source
  have inj : Function.Injective T := by
    refine (injective_iff_map_eq_zero T).2 fun ψ h => ?_
    have h1 := gap_norm_bound hb hv hw E ψ
    rw [← hT, h, norm_zero] at h1
    by_contra hne
    exact absurd h1 (not_le_of_gt (mul_pos hpos (norm_pos_iff.2 hne)))
  obtain ⟨ψ, hψ⟩ := LinearMap.injective_iff_surjective.1 inj f
  refine ⟨ψ, (hT ψ).symm.trans hψ, ?_, fun φ hφ => inj (((hT φ).trans hφ).trans hψ.symm)⟩
  have h1 := gap_norm_bound hb hv hw E ψ
  rw [← hT, hψ] at h1
  rw [le_div_iff₀ hpos]
  linarith

/-- With real on-site energies `u` added to the chain, every eigenvalue lies at distance at least
`a - b` from the on-site energy of some site. -/
theorem onsite_disorder_bound (hb : 0 ≤ b) (hv : ∀ j, j < N → a ≤ |v j|)
    (hw : ∀ j, j + 1 < N → |w j| ≤ b) (u : Fin N ⊕ Fin N → ℝ) (E : ℂ)
    (ψ : Fin N ⊕ Fin N → ℂ) (hψ : ψ ≠ 0)
    (heig : ∀ x, sshHamiltonian N v w ψ x + (u x : ℂ) * ψ x = E * ψ x) :
    ∃ x, a - b ≤ ‖E - (u x : ℂ)‖ := by
  obtain ⟨y, hy⟩ := Function.ne_iff.1 hψ
  have : Nonempty (Fin N ⊕ Fin N) := ⟨y⟩
  obtain ⟨s, hs⟩ := Finite.exists_max (fun x => ‖ψ x‖)
  have hpos : 0 < ‖ψ s‖ := lt_of_lt_of_le (norm_pos_iff.2 hy) (hs y)
  refine ⟨s.swap, ?_⟩
  have h1 := partner_site_bound hb hv hw ψ s hs
  have h2 : sshHamiltonian N v w ψ s.swap = (E - (u s.swap : ℂ)) * ψ s.swap := by
    linear_combination heig s.swap
  rw [h2, norm_mul] at h1
  have h3 := mul_le_mul_of_nonneg_left (hs s.swap) (norm_nonneg (E - (u s.swap : ℂ)))
  exact le_of_mul_le_mul_right (h1.trans h3) hpos

/-- The state on the B sites with alternating sign and linearly growing amplitude,
`(-1)^n (n + 1)` on `B_n`. -/
def rampState (N : ℕ) : Fin N ⊕ Fin N → ℂ :=
  Sum.elim (fun _ => 0) (fun n => (-1) ^ n.val * ((n.val : ℂ) + 1))

/-- For `N ≥ 1` the ramp state is nonzero, and in the uniform chain with intracell hopping `a` and
intercell hopping `b`, where `a ≥ b ≥ 0`, the largest amplitude of `H ψ` for the ramp state `ψ` is
at most `a - b + b / N` times the largest amplitude of `ψ`. -/
theorem gap_norm_bound_sharp (hN : 0 < N) (hb : 0 ≤ b) (hab : b ≤ a) :
    rampState N ≠ 0 ∧ ‖sshHamiltonian N (fun _ => a) (fun _ => b) (rampState N)‖ ≤
      (a - b + b / N) * ‖rampState N‖ := by
  have hNpos : (0 : ℝ) < N := by exact_mod_cast hN
  have hd : 0 ≤ a - b := sub_nonneg.2 hab
  have hsign : ∀ (n : ℕ) (r : ℝ), 0 ≤ r → ‖(-1 : ℂ) ^ n * (r : ℂ)‖ = r := by
    intro n r hr
    rw [norm_mul, norm_pow, norm_neg, norm_one, one_pow, one_mul, Complex.norm_real,
      Real.norm_of_nonneg hr]
  -- the last B site carries amplitude `N`
  have hnorm : (N : ℝ) ≤ ‖rampState N‖ := by
    have h := norm_le_pi_norm (rampState N) (Sum.inr ⟨N - 1, by omega⟩)
    have hval : rampState N (Sum.inr ⟨N - 1, by omega⟩) =
        (-1 : ℂ) ^ (N - 1) * ((N : ℝ) : ℂ) := by
      have hc : ((N - 1 : ℕ) : ℂ) + 1 = (N : ℂ) := by
        have h1 : N - 1 + 1 = N := by omega
        exact_mod_cast h1
      simp only [rampState, Sum.elim_inr, hc, Complex.ofReal_natCast]
    rwa [hval, hsign _ _ hNpos.le] at h
  refine ⟨fun h0 => ?_, ?_⟩
  · rw [h0, norm_zero] at hnorm
    linarith
  have hbound : 0 ≤ (a - b) * N + b := add_nonneg (mul_nonneg hd hNpos.le) hb
  have hup : ‖sshHamiltonian N (fun _ => a) (fun _ => b) (rampState N)‖ ≤ (a - b) * N + b := by
    refine (pi_norm_le_iff_of_nonneg hbound).2 ?_
    rintro (n | n)
    · have hA : sshHamiltonian N (fun _ => a) (fun _ => b) (rampState N) (Sum.inl n) =
          (-1 : ℂ) ^ n.val * (((a - b) * ((n.val : ℝ) + 1) + b : ℝ) : ℂ) := by
        rcases n with ⟨_ | k, hk⟩
        · simp [hamiltonian_on_A, rampState]
        · rw [hamiltonian_on_A, dif_pos (show 0 < (⟨k + 1, hk⟩ : Fin N).val from Nat.succ_pos k)]
          simp only [rampState, Sum.elim_inr, Nat.add_sub_cancel]
          push_cast
          ring
      have hn : (n.val : ℝ) + 1 ≤ N := by exact_mod_cast n.isLt
      rw [hA, hsign _ _ (add_nonneg (mul_nonneg hd (by positivity)) hb)]
      linarith [mul_le_mul_of_nonneg_left hn hd]
    · have hB : sshHamiltonian N (fun _ => a) (fun _ => b) (rampState N) (Sum.inr n) = 0 := by
        rw [hamiltonian_on_B]
        simp [rampState]
      rw [hB, norm_zero]
      exact hbound
  have heq : (a - b) * N + b = (a - b + b / N) * N := by
    rw [add_mul, div_mul_cancel₀ b hNpos.ne']
  rw [heq] at hup
  exact hup.trans (mul_le_mul_of_nonneg_left hnorm (add_nonneg hd (div_nonneg hb hNpos.le)))

end

end DisorderedSSHGap
```

```lean
#print axioms DisorderedSSHGap.no_midgap_eigenvalue
#print axioms DisorderedSSHGap.driven_response
#print axioms DisorderedSSHGap.onsite_disorder_bound
#print axioms DisorderedSSHGap.gap_norm_bound_sharp
```

```
'DisorderedSSHGap.no_midgap_eigenvalue' depends on axioms: [propext, Classical.choice, Quot.sound]
'DisorderedSSHGap.driven_response' depends on axioms: [propext, Classical.choice, Quot.sound]
'DisorderedSSHGap.onsite_disorder_bound' depends on axioms: [propext, Classical.choice, Quot.sound]
'DisorderedSSHGap.gap_norm_bound_sharp' depends on axioms: [propext, Classical.choice, Quot.sound]
```

## How the proof follows the derivation

`hamiltonian_on_A` and `hamiltonian_on_B` restate the hopping equations and hold by definition. `partner_site_bound` is the estimate at \(s'\), which Lean writes as `s.swap`: the map `Sum.swap` exchanges `inl j` and `inr j`, and so exchanges the two sites of a cell. Its inner statement `key` treats a strong bond `t`, a largest amplitude `x` and a remainder `r`, and applies the triangle inequality to \(tx=(tx+r)-r\). The cases \(s=A_j\) and \(s=B_j\) then follow separately, and `split_ifs` distinguishes a site with a weak bond from an end site without one.

`gap_norm_bound` first handles the empty chain, where the only state is zero. Otherwise it picks the maximising site, applies the partner estimate and subtracts the term in \(E\) by `norm_sub_norm_le`. `no_midgap_eigenvalue` inserts an eigenvector and reaches a contradiction between a positive product and the bound zero.

In `driven_response`, the map `T` is \(H-E\). The norm bound gives `inj`, and `LinearMap.injective_iff_surjective` supplies the solution. `onsite_disorder_bound` uses the partner estimate directly, because the relevant on-site energy is the one at `s.swap`.

For the ramp, `hnorm` reads off the amplitude \(N\) on the last B site, `hA` and `hB` compute \(H\psi\) on the two sublattices, and `hup` bounds the largest entry. The first cell is a separate case in `hA`, since it has no left neighbour.

## The maximum norm on a function type

The proof turns on the norm that Mathlib gives to functions on a finite index type: `‖ψ‖` is the largest of the norms `‖ψ x‖`, not the root of the sum of squares. Two facts connect it to single sites. `norm_le_pi_norm` says that each amplitude is at most the norm, and `pi_norm_le_iff_of_nonneg` says that a nonnegative number bounds the norm exactly when it bounds every amplitude. `Finite.exists_max` provides the site \(s\). An estimate at the single site \(s'\) thereby becomes an estimate for the whole vector.

## The same chain with the quantum-mechanical norm

The states could also be modelled in `EuclideanSpace`, where the norm squared is the sum of all \(|\psi_x|^2\), which is the total probability when the state is normalised. The eigenvalue theorem would keep its content, since eigenvalues do not depend on the norm, but the bound on the driven response would compare the Euclidean norms of response and source instead of their largest amplitudes.

The argument would change too. One would split \(H\) into its intracell and intercell parts. Each part joins sites in disjoint pairs, so the first multiplies the Euclidean norm by at least \(a\) and the second by at most \(b\), which again leads to \(a-b\). The maximum norm needs only one cell and its neighbour, and it identifies the site whose on-site energy enters the disorder bound.
